# Self-consistent states of a state-dependent Hamiltonian with distinct eigenvalues need not be orthogonal

For real two-component states $w$, let $H(w)=3X+5\langle w,Zw\rangle Z$, with $X,Z$ the Pauli matrices. The unit vectors $u=(1,1)/\sqrt2$ and $v=(3,1)/\sqrt{10}$ satisfy $H(u)u=3u$ and $H(v)v=5v$, yet $\langle u,v\rangle=2/\sqrt5$. In state-specific embedding, where each state generates its own potential, orthogonality is therefore not automatic, as this one-particle, two-site model shows.

```lean
import Mathlib

open Matrix

namespace EmbeddedSelfConsistency

noncomputable section
```

This loads Mathlib and opens its matrix notation.

```lean
/-- A unit vector `u` is self-consistent with eigenvalue `E` if it is an eigenvector of the
Hamiltonian that it generates itself. -/
def IsSelfConsistent {n : Type*} [Fintype n] (H : (n → ℝ) → Matrix n n ℝ)
    (u : n → ℝ) (E : ℝ) : Prop :=
  u ⬝ᵥ u = 1 ∧ H u *ᵥ u = E • u
```

`H` assigns a real matrix to each state. Self-consistency means $\langle u,u\rangle=1$ and $H(u)u=Eu$. Here `⬝ᵥ` is the dot product, `*ᵥ` applies a matrix to a vector, and `•` multiplies by a scalar.

## The two-site model

```lean
/-- The Pauli matrix `X`. -/
def pauliX : Matrix (Fin 2) (Fin 2) ℝ := !![0, 1; 1, 0]
```

$X$ moves amplitude between the sites, which Lean numbers 0 and 1.

```lean
/-- The Pauli matrix `Z`. -/
def pauliZ : Matrix (Fin 2) (Fin 2) ℝ := !![1, 0; 0, -1]
```

$Z$ measures the population difference.

```lean
/-- The embedded two-site Hamiltonian `a X + g ⟨u, Z u⟩ Z`, with hopping `a` and feedback
strength `g`. -/
def embedded (a g : ℝ) (u : Fin 2 → ℝ) : Matrix (Fin 2) (Fin 2) ℝ :=
  a • pauliX + (g * (u ⬝ᵥ pauliZ *ᵥ u)) • pauliZ
```

This is $H(w)=aX+g\langle w,Zw\rangle Z$, with hopping $a$. The postulated constant $g$ sets how strongly the potential depends on the population imbalance. For $g>0$ the fuller site is raised in energy, as by a repulsion; for $g<0$ it is lowered, as by a polarisable environment.

```lean
/-- The state `(1, 1) / √2`. -/
def evenState : Fin 2 → ℝ := (Real.sqrt 2)⁻¹ • ![1, 1]
```

This is $u$, with equal populations.

```lean
/-- The state `(3, 1) / √10`. -/
def polarizedState : Fin 2 → ℝ := (Real.sqrt 10)⁻¹ • ![3, 1]
```

This is $v$, with populations $9/10$ and $1/10$.

## What replaces orthogonality

```lean
/-- For eigenvectors `u` of `H u` and `v` of `H v`, with `H u` symmetric, the eigenvalue difference
times the overlap equals the matrix element of the difference of the two Hamiltonians. -/
theorem overlap_identity {n : Type*} [Fintype n] (H : (n → ℝ) → Matrix n n ℝ)
    {u v : n → ℝ} {E F : ℝ} (hs : (H u)ᵀ = H u)
    (hu : H u *ᵥ u = E • u) (hv : H v *ᵥ v = F • v) :
    u ⬝ᵥ (H v - H u) *ᵥ v = (F - E) * (u ⬝ᵥ v) := by
  -- move the symmetric matrix `H u` onto the left vector
  have h1 : u ⬝ᵥ H u *ᵥ v = E * (u ⬝ᵥ v) := by
    rw [Matrix.dotProduct_mulVec, ← Matrix.mulVec_transpose, hs, hu, smul_dotProduct,
      smul_eq_mul]
  rw [Matrix.sub_mulVec, dotProduct_sub, h1, hv, dotProduct_smul, smul_eq_mul]
  ring
```

Let $H(u)u=Eu$ and $H(v)v=Fv$, in any finite dimension. The hypothesis `hs` says that $H(u)$ is symmetric, so it can act to the left:
$$\langle u,H(u)v\rangle=\langle H(u)u,v\rangle=E\langle u,v\rangle .$$
Also $\langle u,H(v)v\rangle=F\langle u,v\rangle$. Subtracting gives
$$\langle u,(H(v)-H(u))v\rangle=(F-E)\langle u,v\rangle .$$
In Lean, `h1` is the first equation, and the last two lines subtract.

Without symmetry this fails. Take the constant Hamiltonian $\begin{pmatrix}1&1\\0&2\end{pmatrix}$, with eigenvectors $(1,0)$ and $(1,1)$ for eigenvalues 1 and 2. The left side is 0, but the right side is 1.

```lean
/-- If `H u` is symmetric, eigenvectors `u` of `H u` and `v` of `H v` with distinct eigenvalues are
orthogonal exactly when the difference of their Hamiltonians has no matrix element between them. -/
theorem orthogonal_iff {n : Type*} [Fintype n] (H : (n → ℝ) → Matrix n n ℝ)
    {u v : n → ℝ} {E F : ℝ} (hs : (H u)ᵀ = H u)
    (hu : H u *ᵥ u = E • u) (hv : H v *ᵥ v = F • v) (hne : F ≠ E) :
    u ⬝ᵥ v = 0 ↔ u ⬝ᵥ (H v - H u) *ᵥ v = 0 := by
  rw [overlap_identity H hs hu hv]
  constructor
  · intro h
    rw [h, mul_zero]
  · intro h
    exact (mul_eq_zero.mp h).resolve_left (sub_ne_zero.mpr hne)
```

If $F\ne E$, the factor $F-E$ can be cancelled. The states are then orthogonal exactly when the change in the Hamiltonian has no matrix element between them. For a fixed symmetric Hamiltonian that change is zero, which gives the usual orthogonality.

## All self-consistent states

```lean
/-- The embedded Hamiltonian written out in terms of the two site populations. -/
theorem embedded_eq (a g : ℝ) (u : Fin 2 → ℝ) :
    embedded a g u =
      !![g * (u 0 ^ 2 - u 1 ^ 2), a; a, -(g * (u 0 ^ 2 - u 1 ^ 2))] := by
  have hz : u ⬝ᵥ pauliZ *ᵥ u = u 0 ^ 2 - u 1 ^ 2 := by
    simp [pauliZ, dotProduct, Matrix.mulVec, Fin.sum_univ_two]
    ring
  unfold embedded
  rw [hz]
  ext i j
  fin_cases i <;> fin_cases j <;> simp [pauliX, pauliZ]
```

With $m=u_0^2-u_1^2$, we have $\langle u,Zu\rangle=m$ and
$$H(u)=\begin{pmatrix}gm&a\\a&-gm\end{pmatrix}.$$
Lean checks the four entries separately.

```lean
/-- Self-consistency in the two-site model, written as equations for the amplitudes. -/
theorem selfConsistent_iff_components (a g E : ℝ) (u : Fin 2 → ℝ) :
    IsSelfConsistent (embedded a g) u E ↔
      u 0 ^ 2 + u 1 ^ 2 = 1 ∧
      a * u 1 + g * (u 0 ^ 2 - u 1 ^ 2) * u 0 = E * u 0 ∧
      a * u 0 - g * (u 0 ^ 2 - u 1 ^ 2) * u 1 = E * u 1 := by
  unfold IsSelfConsistent
  rw [embedded_eq]
  have hn : u ⬝ᵥ u = u 0 ^ 2 + u 1 ^ 2 := by
    simp only [dotProduct, Fin.sum_univ_two]
    ring
  rw [hn]
  constructor
  · rintro ⟨h1, h2⟩
    have e0 := congrFun h2 0
    have e1 := congrFun h2 1
    simp [Matrix.mulVec, dotProduct, Fin.sum_univ_two] at e0 e1
    exact ⟨h1, by linear_combination e0, by linear_combination e1⟩
  · rintro ⟨h1, e0, e1⟩
    refine ⟨h1, ?_⟩
    ext i
    fin_cases i
    · simp [Matrix.mulVec, dotProduct, Fin.sum_univ_two]
      linear_combination e0
    · simp [Matrix.mulVec, dotProduct, Fin.sum_univ_two]
      linear_combination e1
```

Self-consistency becomes $u_0^2+u_1^2=1$ together with
$$au_1+gmu_0=Eu_0,\qquad au_0-gmu_1=Eu_1 .$$
The proof reads off the two components in one direction and reassembles the vector in the other.

```lean
/-- In the two-site model, `u` is self-consistent with eigenvalue `E` exactly when it is a unit
vector and either its populations are equal and `E = 2 a u₀ u₁`, or `2 g u₀ u₁ = a` and `E = g`. -/
theorem selfConsistent_classification (a g E : ℝ) (u : Fin 2 → ℝ) :
    IsSelfConsistent (embedded a g) u E ↔
      u 0 ^ 2 + u 1 ^ 2 = 1 ∧
      ((u 0 ^ 2 = u 1 ^ 2 ∧ E = 2 * a * u 0 * u 1) ∨
        (2 * g * u 0 * u 1 = a ∧ E = g)) := by
  rw [selfConsistent_iff_components]
  constructor
  · rintro ⟨h1, e0, e1⟩
    refine ⟨h1, ?_⟩
    -- the eigenvalue as an expectation value
    have hE : E = 2 * a * u 0 * u 1 + g * (u 0 ^ 2 - u 1 ^ 2) ^ 2 := by
      linear_combination -(u 0) * e0 - u 1 * e1 - E * h1
    -- eliminating the eigenvalue leaves a product that vanishes
    have hm : (u 0 ^ 2 - u 1 ^ 2) * (2 * g * u 0 * u 1 - a) = 0 := by
      linear_combination u 1 * e0 - u 0 * e1
    rcases mul_eq_zero.mp hm with h | h
    · left
      exact ⟨by linear_combination h,
        by linear_combination hE + g * (u 0 ^ 2 - u 1 ^ 2) * h⟩
    · right
      exact ⟨by linear_combination h,
        by linear_combination hE - 2 * u 0 * u 1 * h + g * (u 0 ^ 2 + u 1 ^ 2 + 1) * h1⟩
  · rintro ⟨h1, ⟨h, hE⟩ | ⟨h, hE⟩⟩
    · exact ⟨h1,
        by linear_combination g * u 0 * h - a * u 1 * h1 - a * u 1 * h - u 0 * hE,
        by linear_combination -a * u 0 * h1 + a * u 0 * h - g * u 1 * h - u 1 * hE⟩
    · exact ⟨h1,
        by linear_combination -(u 1) * h + g * u 0 * h1 - u 0 * hE,
        by linear_combination -(u 0) * h + g * u 1 * h1 - u 1 * hE⟩
```

Multiply the first equation by $u_1$, the second by $u_0$, and subtract:
$$m(2gu_0u_1-a)=0 .$$
Multiply them instead by $u_0$ and $u_1$, and add:
$$E=2au_0u_1+gm^2 .$$
These are `hm` and `hE`. There are two cases:

- If $m=0$, then $E=2au_0u_1$.
- If $2gu_0u_1=a$, then $E=g(4u_0^2u_1^2+m^2)=g(u_0^2+u_1^2)^2=g$.

Conversely, if $m=0$, then $u_0^2=u_1^2=1/2$, so $Eu_0=2au_0^2u_1=au_1$ and likewise $Eu_1=au_0$. In the other case, substituting $a=2gu_0u_1$ turns the left sides into $gu_0$ and $gu_1$. The tactic `linear_combination` verifies each such step from the stated multiples of known equations.

```lean
/-- The square of `1 / √2` is one half. -/
theorem inv_sqrt_two_sq : (Real.sqrt 2)⁻¹ ^ 2 = 1 / 2 := by
  rw [inv_pow, Real.sq_sqrt (by norm_num)]
  norm_num
```

This supplies the squared normalisation factor.

```lean
/-- In the two-site model, the overlap of `u = (1, 1) / √2` with any self-consistent state `v` of
unequal populations satisfies `2 g ⟨u, v⟩² = g + a`. -/
theorem overlap_with_polarized {a g E : ℝ} {v : Fin 2 → ℝ}
    (hv : IsSelfConsistent (embedded a g) v E) (hp : v 0 ^ 2 ≠ v 1 ^ 2) :
    2 * g * (evenState ⬝ᵥ v) ^ 2 = g + a := by
  obtain ⟨h1, h⟩ := (selfConsistent_classification a g E v).mp hv
  have h2 : 2 * g * v 0 * v 1 = a := by
    rcases h with h | h
    · exact absurd h.1 hp
    · exact h.1
  have hd : evenState ⬝ᵥ v = (Real.sqrt 2)⁻¹ * (v 0 + v 1) := by
    simp [evenState, dotProduct, Fin.sum_univ_two]
    try ring
  rw [hd]
  linear_combination 2 * g * (v 0 + v 1) ^ 2 * inv_sqrt_two_sq + g * h1 + h2
```

Here $v$ is any self-consistent state with unequal populations, so the second case applies and $2gv_0v_1=a$. Since $\langle u,v\rangle=(v_0+v_1)/\sqrt2$,
$$2g\langle u,v\rangle^2=g(1+2v_0v_1)=g+a .$$

## The states with eigenvalues 3 and 5

```lean
/-- For `H(w) = 3 X + 5 ⟨w, Z w⟩ Z` the states `(1, 1) / √2` and `(3, 1) / √10` are
self-consistent with eigenvalues 3 and 5, and their overlap is `2 / √5`, which is not zero. -/
theorem selfConsistent_states_not_orthogonal :
    IsSelfConsistent (embedded 3 5) evenState 3 ∧
    IsSelfConsistent (embedded 3 5) polarizedState 5 ∧
    evenState ⬝ᵥ polarizedState = 2 / Real.sqrt 5 ∧
    evenState ⬝ᵥ polarizedState ≠ 0 := by
  have hs := inv_sqrt_two_sq
  have ht : (Real.sqrt 10)⁻¹ ^ 2 = 1 / 10 := by
    rw [inv_pow, Real.sq_sqrt (by norm_num)]
    norm_num
  have u0 : evenState 0 = (Real.sqrt 2)⁻¹ := by simp [evenState]
  have u1 : evenState 1 = (Real.sqrt 2)⁻¹ := by simp [evenState]
  have v0 : polarizedState 0 = (Real.sqrt 10)⁻¹ * 3 := by simp [polarizedState]
  have v1 : polarizedState 1 = (Real.sqrt 10)⁻¹ := by simp [polarizedState]
  have hov : evenState ⬝ᵥ polarizedState = 2 / Real.sqrt 5 := by
    have h10 : Real.sqrt 10 = Real.sqrt 2 * Real.sqrt 5 := by
      rw [← Real.sqrt_mul (by norm_num)]
      norm_num
    simp only [dotProduct, Fin.sum_univ_two]
    rw [u0, u1, v0, v1, h10, mul_inv, div_eq_mul_inv]
    linear_combination 4 * (Real.sqrt 5)⁻¹ * hs
  refine ⟨?_, ?_, hov, ?_⟩
  · rw [selfConsistent_classification, u0, u1]
    exact ⟨by linear_combination 2 * hs, Or.inl ⟨rfl, by linear_combination -6 * hs⟩⟩
  · rw [selfConsistent_classification, v0, v1]
    exact ⟨by linear_combination 10 * ht, Or.inr ⟨by linear_combination 30 * ht, rfl⟩⟩
  · rw [hov]
    positivity

end

end EmbeddedSelfConsistency
```

The four parts of the statement are the two self-consistency claims, the overlap, and its being nonzero. For $u$, $m=0$ and $E=2\cdot3\cdot\tfrac12=3$. For $v$, $2\cdot5\cdot\tfrac{3}{10}=3=a$, so $E=g=5$. Directly, $m=4/5$ gives $H(v)=3X+4Z$, which sends $(3,1)$ to $(15,5)$. The overlap is
$$\langle u,v\rangle=\frac{3+1}{\sqrt2\sqrt{10}}=\frac{2}{\sqrt5}.$$
Lean selects the first case of the classification with `Or.inl` and the second with `Or.inr`. It obtains the overlap from $\sqrt{10}=\sqrt2\sqrt5$, and `positivity` shows that it is nonzero.

A positive $g$ is not essential. For $a=3$ and $g=-5$, $u$ keeps the eigenvalue 3, and by the classification $(3,-1)/\sqrt{10}$ is self-consistent with eigenvalue $-5$. Its overlap with $u$ is $1/\sqrt5$.

```lean
#print axioms EmbeddedSelfConsistency.orthogonal_iff
#print axioms EmbeddedSelfConsistency.overlap_with_polarized
#print axioms EmbeddedSelfConsistency.selfConsistent_states_not_orthogonal
```

```
'EmbeddedSelfConsistency.orthogonal_iff' depends on axioms: [propext, Classical.choice, Quot.sound]
'EmbeddedSelfConsistency.overlap_with_polarized' depends on axioms: [propext, Classical.choice, Quot.sound]
'EmbeddedSelfConsistency.selfConsistent_states_not_orthogonal' depends on axioms: [propext, Classical.choice, Quot.sound]
```
